# Bounds on the drop of the lowest eigenvalue when one plane wave joins a finite basis

Let $n$ be a finite set of orthonormal plane waves and $H$ the Hermitian matrix of a one-particle Hamiltonian in that basis. A wavefunction in this basis is represented by a column of complex coefficients $x_i$. The inner product is conjugate-linear in its first argument, $\langle x,y\rangle=\sum_i x_i^*y_i$, written `star x ⬝ᵥ y` in Lean.

```lean
import Mathlib

open Matrix Filter Topology
open scoped ComplexOrder

namespace PlaneWaveBasisJump

noncomputable section

variable {n : Type*} [Fintype n] [DecidableEq n]
```

The squared norm $\|x\|^2=\sum_i|x_i|^2$ is called `weight x`, so the condition `weight c = 1` says that $c$ is normalised.

```lean
/-- The squared norm of a vector of plane-wave coefficients. -/
def weight {m : Type*} [Fintype m] (x : m → ℂ) : ℝ := ∑ i, ‖x i‖ ^ 2
```

The lowest eigenvalue is the least real number that has a nonzero eigenvector. `IsLowest A E` says that $E$ is this number for the matrix $A$.

```lean
/-- `E` is the lowest among the real eigenvalues of the matrix `A`. -/
def IsLowest {m : Type*} [Fintype m] (A : Matrix m m ℂ) (E : ℝ) : Prop :=
  IsLeast {μ : ℝ | ∃ v : m → ℂ, v ≠ 0 ∧ A *ᵥ v = (μ : ℂ) • v} E
```

One further plane wave, normalised and orthogonal to the old ones, enters with real diagonal element $T$ (for a local potential, its kinetic energy plus the mean potential) and with a coupling column $b$, where $b_i$ is the matrix element of the Hamiltonian between old wave $i$ and the new one. The enlarged matrix is

$$H'=\begin{pmatrix}H & b\\ b^\dagger & T\end{pmatrix}.$$

Its index type `n ⊕ Unit` is the old basis plus one element.

```lean
/-- The Hamiltonian after one more plane wave, with coupling column `b` and
diagonal element `T`, has been added to the basis. -/
def bordered (H : Matrix n n ℂ) (b : n → ℂ) (T : ℝ) : Matrix (n ⊕ Unit) (n ⊕ Unit) ℂ :=
  Matrix.fromBlocks H (Matrix.of fun i _ => b i) (Matrix.of fun _ j => star (b j))
    (Matrix.of fun _ _ => (T : ℂ))
```

Throughout, $E$ and $E'$ are the lowest eigenvalues of $H$ and $H'$, and $c$ is a unit eigenvector of $H$ at $E$. The quantity to be bounded is the drop $E-E'$. It models the jump in the lowest band energy when a single wave enters the cutoff sphere, for a fixed non-interacting Hamiltonian without self-consistency. Both matrices belong to the same geometry; the smooth change of $H$ with cell volume or $k$-point is not included.

## The variational principle

The inner product of a vector with itself is real and equals its squared norm, since $x_i^*x_i=|x_i|^2$.

```lean
/-- The inner product of a coefficient vector with itself is its squared norm. -/
theorem star_dot_self {m : Type*} [Fintype m] (x : m → ℂ) :
    star x ⬝ᵥ x = ((weight x : ℝ) : ℂ) := by
  simp only [dotProduct, weight, Pi.star_apply, Complex.ofReal_sum]
  refine Finset.sum_congr rfl fun i _ => ?_
  rw [Complex.star_def, ← Complex.normSq_eq_conj_mul_self, Complex.normSq_eq_norm_sq]
```

Let $A$ be Hermitian with lowest eigenvalue $E$. If $A-E$ has eigenvalue $\lambda_k$ with eigenvector $u_k$, then $\lambda_k+E$ is an eigenvalue of $A$, so $\lambda_k\ge 0$. Expanding $x=\sum_k a_ku_k$ in an orthonormal eigenbasis gives

$$\langle x,(A-E)x\rangle=\sum_k\lambda_k|a_k|^2\ge 0,\qquad\text{that is,}\qquad E\|x\|^2\le\langle x,Ax\rangle .$$

The Lean proof takes the same route: it shows that the eigenvalues of the shifted matrix are nonnegative, concludes that the matrix is positive semidefinite, and reads off the inequality.

```lean
/-- Variational principle for Hermitian `A`: the real part of `⟨x, A x⟩` is at least the lowest
eigenvalue times the squared norm. -/
theorem rayleigh {m : Type*} [Fintype m] [DecidableEq m] {A : Matrix m m ℂ}
    (hA : A.IsHermitian) {E : ℝ} (hE : IsLowest A E) (x : m → ℂ) :
    E * weight x ≤ (star x ⬝ᵥ A *ᵥ x).re := by
  have hs : ∀ v : m → ℂ, (A - (E : ℂ) • (1 : Matrix m m ℂ)) *ᵥ v = A *ᵥ v - (E : ℂ) • v := by
    intro v
    rw [Matrix.sub_mulVec, Matrix.smul_mulVec, Matrix.one_mulVec]
  have hB : (A - (E : ℂ) • (1 : Matrix m m ℂ)).IsHermitian := by
    unfold Matrix.IsHermitian
    rw [Matrix.conjTranspose_sub, Matrix.conjTranspose_smul, Matrix.conjTranspose_one, hA.eq,
      Complex.star_def, Complex.conj_ofReal]
  -- the shifted matrix has no negative eigenvalue
  have hpos : (A - (E : ℂ) • (1 : Matrix m m ℂ)).PosSemidef := by
    refine hB.posSemidef_iff_eigenvalues_nonneg.2 fun i => ?_
    have h1 := hB.mulVec_eigenvectorBasis i
    rw [hs] at h1
    have h2 : E ≤ hB.eigenvalues i + E := by
      refine hE.2 ⟨(hB.eigenvectorBasis i).ofLp, ?_, ?_⟩
      · intro h
        apply hB.eigenvectorBasis.orthonormal.ne_zero i
        ext j
        exact congrFun h j
      · funext j
        have h3 := congrFun h1 j
        simp only [Pi.sub_apply, Pi.smul_apply, smul_eq_mul, Complex.real_smul] at h3
        simp only [Pi.smul_apply, smul_eq_mul, Complex.ofReal_add]
        linear_combination h3
    show (0 : ℝ) ≤ hB.eigenvalues i
    linarith
  have h := hpos.dotProduct_mulVec_nonneg x
  rw [hs, dotProduct_sub, dotProduct_smul, star_dot_self] at h
  have h' := (Complex.le_def.1 h).1
  simp only [Complex.zero_re, Complex.sub_re, smul_eq_mul, ← Complex.ofReal_mul,
    Complex.ofReal_re] at h'
  linarith
```

## The enlarged Hamiltonian

On old coefficients $x$ and new coefficient $t$, the block matrix acts as

$$H'\begin{pmatrix}x\\t\end{pmatrix}=\begin{pmatrix}Hx+t\,b\\ \langle b,x\rangle+Tt\end{pmatrix}.$$

```lean
omit [DecidableEq n] in
/-- Action of the enlarged Hamiltonian on old coefficients `x` and new coefficient `t`. -/
theorem bordered_mulVec (H : Matrix n n ℂ) (b x : n → ℂ) (T : ℝ) (t : ℂ) :
    bordered H b T *ᵥ Sum.elim x (fun _ => t) =
      Sum.elim (H *ᵥ x + t • b) (fun _ => star b ⬝ᵥ x + T * t) := by
  ext i
  rcases i with i | i <;>
    simp [bordered, Matrix.mulVec, dotProduct, Fintype.sum_sum_type, mul_comm]
```

It is Hermitian because $H$ is, $T$ is real, and the new row is the conjugate of the new column. The variational principle therefore applies to it as well.

```lean
omit [Fintype n] [DecidableEq n] in
/-- The enlarged Hamiltonian is Hermitian if the old one is. -/
theorem bordered_isHermitian {H : Matrix n n ℂ} (hH : H.IsHermitian) (b : n → ℂ) (T : ℝ) :
    (bordered H b T).IsHermitian := by
  refine Matrix.IsHermitian.ext ?_
  rintro (i | i) (j | j)
  · exact hH.apply i j
  · exact star_star (b i)
  · rfl
  · exact Complex.conj_ofReal T
```

## Trial vectors bound the drop from below

For the trial vector $(x,t)$ the variational principle for $H'$ reads

$$E'(\|x\|^2+|t|^2)\le\langle x,Hx\rangle+2\,\mathrm{Re}\,(t^*\langle b,x\rangle)+T|t|^2 .$$

The choice $x=0$, $t=1$ gives $E'\le T$. Now put $w=\langle b,c\rangle$ and take $x=c$, $t=-kw$ with $k$ real. Since $\langle c,Hc\rangle=E$,

$$0\le (T-E')|w|^2k^2-2|w|^2k+(E-E')\qquad\text{for all real }k.$$

At $k=0$ this gives $E'\le E$. A quadratic that is never negative has a discriminant that is not positive, so

$$4|w|^4\le 4(T-E')|w|^2(E-E').$$

If $w\ne0$, division by $4|w|^2$ yields $|w|^2\le(E-E')(T-E')$. If $w=0$, the same inequality holds because both factors on the right are nonnegative.

In the proof, `hq` is the first display, `hk` is the quadratic, and `discrim_le_zero` supplies the discriminant step.

```lean
/-- The new lowest eigenvalue exceeds neither `E` nor `T`, and the product of the two distances is
at least the squared coupling of the new wave to the old eigenvector. -/
theorem coupling_le_product {H : Matrix n n ℂ} (hH : H.IsHermitian) {b c : n → ℂ}
    {E E' T : ℝ} (hc : H *ᵥ c = (E : ℂ) • c) (hn : weight c = 1)
    (hE' : IsLowest (bordered H b T) E') :
    E' ≤ E ∧ E' ≤ T ∧ ‖star b ⬝ᵥ c‖ ^ 2 ≤ (E - E') * (T - E') := by
  -- the variational principle in the enlarged basis
  have hq : ∀ (x : n → ℂ) (t : ℂ), E' * (weight x + ‖t‖ ^ 2) ≤
      (star x ⬝ᵥ H *ᵥ x).re + 2 * (star t * (star b ⬝ᵥ x)).re + T * ‖t‖ ^ 2 := by
    intro x t
    have h := rayleigh (bordered_isHermitian hH b T) hE' (Sum.elim x (fun _ => t))
    have hw : weight (Sum.elim x (fun _ : Unit => t)) = weight x + ‖t‖ ^ 2 := by
      simp [weight, Fintype.sum_sum_type]
    have hd : ∀ (y : n → ℂ) (s : ℂ), star (Sum.elim x (fun _ : Unit => t)) ⬝ᵥ
        Sum.elim y (fun _ => s) = star x ⬝ᵥ y + star t * s := by
      intro y s
      simp [dotProduct, Fintype.sum_sum_type]
    have hs : star x ⬝ᵥ b = star (star b ⬝ᵥ x) := Matrix.star_dotProduct ..
    rw [bordered_mulVec, hw, hd, dotProduct_add, dotProduct_smul, hs] at h
    refine h.trans (le_of_eq ?_)
    generalize star b ⬝ᵥ x = w
    rw [← Complex.normSq_eq_norm_sq, Complex.normSq_apply]
    simp only [Complex.add_re, Complex.mul_re, Complex.add_im, Complex.mul_im, smul_eq_mul,
      Complex.star_def, Complex.conj_re, Complex.conj_im, Complex.ofReal_re, Complex.ofReal_im]
    ring
  have hcE : (star c ⬝ᵥ H *ᵥ c).re = E := by
    rw [hc, dotProduct_smul, star_dot_self, hn]
    simp
  have h1 : ∀ (k : ℝ) (w : ℂ), (star (-(k : ℂ) * w) * w).re = -k * ‖w‖ ^ 2 := by
    intro k w
    rw [← Complex.normSq_eq_norm_sq, Complex.normSq_apply]
    simp only [Complex.star_def, map_mul, map_neg, Complex.conj_ofReal, Complex.mul_re,
      Complex.mul_im, Complex.neg_re, Complex.neg_im, Complex.ofReal_re, Complex.ofReal_im,
      Complex.conj_re, Complex.conj_im]
    ring
  have h2 : ∀ (k : ℝ) (w : ℂ), ‖-(k : ℂ) * w‖ ^ 2 = k ^ 2 * ‖w‖ ^ 2 := by
    intro k w
    rw [norm_mul, norm_neg, Complex.norm_real, mul_pow, Real.norm_eq_abs, sq_abs]
  -- trial vectors: the old eigenvector plus an admixture of the new wave
  have hk : ∀ k : ℝ, 0 ≤ ((T - E') * ‖star b ⬝ᵥ c‖ ^ 2) * (k * k) +
      (-2 * ‖star b ⬝ᵥ c‖ ^ 2) * k + (E - E') := by
    intro k
    have h := hq c (-(k : ℂ) * (star b ⬝ᵥ c))
    rw [h1, h2, hcE, hn] at h
    nlinarith [h]
  have hδ : E' ≤ E := by
    have h := hk 0
    simp only [mul_zero, zero_add] at h
    linarith
  have hτ : E' ≤ T := by simpa [weight] using hq 0 1
  refine ⟨hδ, hτ, ?_⟩
  have hd := discrim_le_zero hk
  unfold discrim at hd
  rcases (sq_nonneg ‖star b ⬝ᵥ c‖).eq_or_lt with h0 | h0
  · rw [← h0]
    exact mul_nonneg (sub_nonneg.2 hδ) (sub_nonneg.2 hτ)
  · refine le_of_mul_le_mul_left ?_ h0
    nlinarith [hd]
```

## The eigenvalue equation bounds it from above

Let $(x,t)\neq 0$ be an eigenvector of $H'$ at $E'$. Its two block rows are

$$Hx+t\,b=E'x,\qquad (T-E')\,t=-\langle b,x\rangle .$$

If $x=0$, then $t\neq0$, so the second row forces $T=E'$ and the product $(E-E')(T-E')$ is zero. Otherwise, take the inner product of the first row with $x$ and use $E\|x\|^2\le\langle x,Hx\rangle$:

$$(E-E')\|x\|^2\le-\mathrm{Re}\,(t\,\langle b,x\rangle^*).$$

Multiply by $T-E'\ge0$, insert the second row, and apply Cauchy–Schwarz:

$$(E-E')(T-E')\|x\|^2\le|\langle b,x\rangle|^2\le\|b\|^2\|x\|^2 .$$

Dividing by $\|x\|^2>0$ gives $(E-E')(T-E')\le\|b\|^2$. The argument never divides by $T-E'$, so the case $E'=T$ needs no separate limit. In Lean, `h1` and `h4` are the two rows, `h8` is the estimate from the first row, and `hCS` is Cauchy–Schwarz.

```lean
/-- If the new lowest eigenvalue does not exceed `T`, the product of its distances from `E`
and `T` is at most the squared norm of the coupling column. -/
theorem product_le_weight {H : Matrix n n ℂ} (hH : H.IsHermitian) {b : n → ℂ}
    {E E' T : ℝ} (hE : IsLowest H E) (hE' : IsLowest (bordered H b T) E') (hT : E' ≤ T) :
    (E - E') * (T - E') ≤ weight b := by
  obtain ⟨z, hz, hzE⟩ := hE'.1
  obtain ⟨x, t, rfl⟩ : ∃ (x : n → ℂ) (t : ℂ), z = Sum.elim x (fun _ => t) :=
    ⟨z ∘ Sum.inl, z (Sum.inr ()), by ext i; rcases i with i | i <;> rfl⟩
  rw [bordered_mulVec] at hzE
  -- the two block rows of the eigenvalue equation
  have h1 : H *ᵥ x + t • b = (E' : ℂ) • x := funext fun i => congrFun hzE (Sum.inl i)
  have h2 : star b ⬝ᵥ x + T * t = E' * t := congrFun hzE (Sum.inr ())
  have h4 : ((T : ℂ) - E') * t = -(star b ⬝ᵥ x) := by linear_combination h2
  by_cases hx : x = 0
  · subst hx
    have ht : t ≠ 0 := by
      rintro rfl
      apply hz
      ext i
      rcases i with i | i <;> rfl
    rw [dotProduct_zero, neg_zero] at h4
    have h5 : (T : ℂ) - E' = 0 := (mul_eq_zero.1 h4).resolve_right ht
    have h6 : T - E' = 0 := by exact_mod_cast h5
    rw [h6, mul_zero]
    exact Finset.sum_nonneg fun _ _ => sq_nonneg _
  · have hW : 0 < weight x := by
      obtain ⟨i, hi⟩ := Function.ne_iff.1 hx
      exact Finset.sum_pos' (fun _ _ => sq_nonneg _)
        ⟨i, Finset.mem_univ i, pow_pos (norm_pos_iff.2 hi) 2⟩
    have hs : star x ⬝ᵥ b = star (star b ⬝ᵥ x) := Matrix.star_dotProduct ..
    have h3 := congrArg (fun y => (star x ⬝ᵥ y).re) h1
    simp only [dotProduct_add, dotProduct_smul, smul_eq_mul, star_dot_self, hs,
      Complex.add_re, ← Complex.ofReal_mul, Complex.ofReal_re] at h3
    -- Cauchy-Schwarz for the coupling to the old coefficients
    have hCS : ‖star b ⬝ᵥ x‖ ^ 2 ≤ weight b * weight x := by
      have ha : ‖star b ⬝ᵥ x‖ ≤ ∑ i, ‖b i‖ * ‖x i‖ := by
        refine (norm_sum_le _ _).trans (le_of_eq ?_)
        exact Finset.sum_congr rfl fun i _ => by rw [norm_mul, Pi.star_apply, norm_star]
      exact (pow_le_pow_left₀ (norm_nonneg _) ha 2).trans
        (Finset.sum_mul_sq_le_sq_mul_sq _ _ _)
    have hR := rayleigh hH hE x
    generalize star b ⬝ᵥ x = w at *
    have hw : w * star w = ((‖w‖ ^ 2 : ℝ) : ℂ) := by
      rw [Complex.star_def, Complex.mul_conj, Complex.normSq_eq_norm_sq]
    have h5 : ((T - E' : ℝ) : ℂ) * (t * star w) = -((‖w‖ ^ 2 : ℝ) : ℂ) := by
      rw [Complex.ofReal_sub, ← hw]
      linear_combination (star w) * h4
    have h6 := congrArg Complex.re h5
    rw [Complex.re_ofReal_mul, Complex.neg_re, Complex.ofReal_re] at h6
    have h8 : (E - E') * weight x ≤ -(t * star w).re := by linarith
    have h9 := mul_le_mul_of_nonneg_left h8 (sub_nonneg.2 hT)
    refine le_of_mul_le_mul_right ?_ hW
    linarith
```

## Solving for the drop

Write $\delta=E-E'$ and $\Delta=T-E$, so that $T-E'=\Delta+\delta$. The two results combine to

$$|\langle b,c\rangle|^2\le\delta(\Delta+\delta)\le\|b\|^2 .$$

Because $(2\delta+\Delta)^2=\Delta^2+4\delta(\Delta+\delta)$ and $2\delta+\Delta=(E-E')+(T-E')\ge0$, taking square roots gives, for every real $T$,

$$\frac{\sqrt{\Delta^2+4|\langle b,c\rangle|^2}-\Delta}{2}\;\le\;\delta\;\le\;\frac{\sqrt{\Delta^2+4\|b\|^2}-\Delta}{2}.$$

Each side is the distance from $E$ down to the lower level of a two-level system with diagonal energies $E$ and $T$; the couplings are $|\langle b,c\rangle|$ on the left and $\|b\|$ on the right.

```lean
/-- For any diagonal element `T`, the energy drop lies between two two-level expressions,
one with the coupling to the old eigenvector and one with the full norm of the column. -/
theorem two_level_bounds {H : Matrix n n ℂ} (hH : H.IsHermitian) {b c : n → ℂ}
    {E E' T : ℝ} (hE : IsLowest H E) (hc : H *ᵥ c = (E : ℂ) • c) (hn : weight c = 1)
    (hE' : IsLowest (bordered H b T) E') :
    (√((T - E) ^ 2 + 4 * ‖star b ⬝ᵥ c‖ ^ 2) - (T - E)) / 2 ≤ E - E' ∧
      E - E' ≤ (√((T - E) ^ 2 + 4 * weight b) - (T - E)) / 2 := by
  obtain ⟨h1, h2, h3⟩ := coupling_le_product hH hc hn hE'
  have h4 := product_le_weight hH hE hE' h2
  constructor
  · have h : √((T - E) ^ 2 + 4 * ‖star b ⬝ᵥ c‖ ^ 2) ≤ (E - E') + (T - E') :=
      Real.sqrt_le_iff.2 ⟨by linarith, by nlinarith [h3]⟩
    linarith
  · have h : (E - E') + (T - E') ≤ √((T - E) ^ 2 + 4 * weight b) :=
      (le_abs_self _).trans (Real.abs_le_sqrt (by nlinarith [h4]))
    linarith
```

If $T>E$, then $\delta\Delta\le\delta\Delta+\delta^2\le\|b\|^2$, and so $\delta\le\|b\|^2/(T-E)$. When $E$ is nondegenerate, second-order perturbation theory in the coupling $b$ gives $|\langle b,c\rangle|^2/(T-E)$ for the drop; the bound has $\|b\|^2$ in place of $|\langle b,c\rangle|^2$ and holds for couplings of any strength.

The upper bound needs $E$ to be the lowest eigenvalue of $H$, not just any eigenvalue. Take $H=\mathrm{diag}(0,1)$, $b=0$, $T=2$, and use $E=1$ with $c=(0,1)$. Then $E'=0$ and $E-E'=1$, while $\|b\|^2/(T-E)=0$.

```lean
/-- When a plane wave with `T > E` enters the basis, the drop of the lowest eigenvalue is at least
the two-level value with coupling `|⟨b, c⟩|` and at most `‖b‖² / (T - E)`. -/
theorem jump_bounds {H : Matrix n n ℂ} (hH : H.IsHermitian) {b c : n → ℂ}
    {E E' T : ℝ} (hE : IsLowest H E) (hc : H *ᵥ c = (E : ℂ) • c) (hn : weight c = 1)
    (hE' : IsLowest (bordered H b T) E') (hT : E < T) :
    (√((T - E) ^ 2 + 4 * ‖star b ⬝ᵥ c‖ ^ 2) - (T - E)) / 2 ≤ E - E' ∧
      E - E' ≤ weight b / (T - E) := by
  refine ⟨(two_level_bounds hH hE hc hn hE').1, ?_⟩
  obtain ⟨h1, h2, -⟩ := coupling_le_product hH hc hn hE'
  have h4 := product_le_weight hH hE hE' h2
  rw [le_div_iff₀ (sub_pos.2 hT)]
  nlinarith [sq_nonneg (E - E')]
```

When $b=\beta c$ for a complex number $\beta$, both $|\langle b,c\rangle|^2$ and $\|b\|^2$ equal $|\beta|^2$. The two square-root bounds then coincide and fix the drop exactly. This always happens when the old basis has a single wave.

```lean
/-- If the coupling column is a multiple `β` of the old eigenvector, the energy drop equals
the two-level value. -/
theorem jump_eq_of_aligned {H : Matrix n n ℂ} (hH : H.IsHermitian) {c : n → ℂ} {β : ℂ}
    {E E' T : ℝ} (hE : IsLowest H E) (hc : H *ᵥ c = (E : ℂ) • c) (hn : weight c = 1)
    (hE' : IsLowest (bordered H (β • c) T) E') :
    E - E' = (√((T - E) ^ 2 + 4 * ‖β‖ ^ 2) - (T - E)) / 2 := by
  have h1 : ‖star (β • c) ⬝ᵥ c‖ ^ 2 = ‖β‖ ^ 2 := by
    rw [star_smul, smul_dotProduct, star_dot_self, hn]
    simp
  have h2 : weight (β • c) = ‖β‖ ^ 2 := by
    have h : weight (β • c) = ‖β‖ ^ 2 * weight c := by
      simp [weight, mul_pow, Finset.mul_sum]
    rw [h, hn, mul_one]
  have h := two_level_bounds hH hE hc hn hE'
  rw [h1, h2] at h
  exact le_antisymm h.2 h.1
```

## The limit of a high-energy wave

Keep $H$ and $b$ fixed and regard $E'$ as a function of $T$. For $T>E$,

$$E-\frac{\|b\|^2}{T-E}\le E'(T)\le E,$$

and both ends tend to $E$ as $T\to\infty$, so the jump vanishes. In a real plane-wave calculation the coupling column changes along with the wave vector of the entering wave; the limit taken here varies $T$ alone.

```lean
/-- For a fixed coupling column, the new lowest eigenvalue tends to the old one as the
diagonal element of the entering wave grows without bound. -/
theorem jump_vanishes {H : Matrix n n ℂ} (hH : H.IsHermitian) {b c : n → ℂ}
    {E : ℝ} {E' : ℝ → ℝ} (hE : IsLowest H E) (hc : H *ᵥ c = (E : ℂ) • c)
    (hn : weight c = 1) (hE' : ∀ T, IsLowest (bordered H b T) (E' T)) :
    Tendsto E' atTop (𝓝 E) := by
  have h1 : Tendsto (fun T : ℝ => T - E) atTop atTop := by
    simpa [sub_eq_add_neg] using tendsto_atTop_add_const_right atTop (-E) tendsto_id
  have h2 : Tendsto (fun T : ℝ => E - weight b / (T - E)) atTop (𝓝 E) := by
    simpa using (tendsto_const_nhds (x := E)).sub
      ((tendsto_const_nhds (x := weight b)).div_atTop h1)
  refine tendsto_of_tendsto_of_tendsto_of_le_of_le' h2 tendsto_const_nhds ?_ ?_
  · filter_upwards [eventually_gt_atTop E] with T hT
    linarith [(jump_bounds hH hE hc hn (hE' T) hT).2]
  · exact Eventually.of_forall fun T => (coupling_le_product hH hc hn (hE' T)).1

end

end PlaneWaveBasisJump
```

```lean
#print axioms PlaneWaveBasisJump.jump_bounds
#print axioms PlaneWaveBasisJump.jump_eq_of_aligned
#print axioms PlaneWaveBasisJump.jump_vanishes
```

```
'PlaneWaveBasisJump.jump_bounds' depends on axioms: [propext, Classical.choice, Quot.sound]
'PlaneWaveBasisJump.jump_eq_of_aligned' depends on axioms: [propext, Classical.choice, Quot.sound]
'PlaneWaveBasisJump.jump_vanishes' depends on axioms: [propext, Classical.choice, Quot.sound]
```
